# Polygon inequality for the marginals of a pure three-party state

## Question

Three subsystems A, B, C, each with finitely many basis states, share one pure state with amplitudes $\psi(i,j,k)$ and $\sum|\psi(i,j,k)|^2=1$. Suppose B is almost always found in the basis state $j_0$ and C almost always in $k_0$. Then B and C are nearly in fixed states, little is left for A to be entangled with, and A should be nearly pure. Let $p_B$ be the probability of $j\ne j_0$, $p_C$ the probability of $k\ne k_0$, and $\rho_A$ the reduced density matrix of A. I expect a unit vector $x$ with
$$\langle x,\rho_A x\rangle\ \ge\ 1-p_B-p_C .$$
Is this right, can the bound be improved, and how does it give the polygon inequality between the three marginals? Please state and prove it in Lean 4 with Mathlib.

## Answer

The claim holds in any finite dimensions, and a family of three-qubit states shows that the bound cannot be raised for any $p_B,p_C$ with $p_B+p_C\le 1/2$; outside that range sharpness is not proved here, and when A is a qubit the trivial value $1/2$ is then already larger than the bound.

### Modelling choices

The labels $i,j,k$ run over finite types `A`, `B`, `C`, and the state is a function `ψ : A → B → C → ℂ` with `stateNormSq ψ = 1`. The parties are distinguishable, no antisymmetry is imposed, and the global state is pure. The inner product $\langle z,w\rangle=\sum_n \overline{z_n}\,w_n$ is `star z ⬝ᵥ w`, and `vnormSq w` is $\|w\|^2$. The marginals are explicit partial traces, `rhoA` being
$$\rho_A(i,i')=\sum_{j,k}\psi(i,j,k)\,\overline{\psi(i',j,k)},$$
and `rhoB`, `rhoC` giving $\rho_B$, $\rho_C$ in the same way. `expval ρ x` is the real part of $\langle x,\rho x\rangle$, which step 2 shows to be the whole value when $\rho$ is one of the three marginals. `probB ψ j0` and `probC ψ k0` are $p_B$ and $p_C$, summed over `univ.erase j0` and `univ.erase k0`.

The four final theorems read as follows.

- `polygon_vectors`: for unit vectors $y$ of B and $z$ of C, some unit $x$ has $\langle x,\rho_A x\rangle\ge\langle y,\rho_B y\rangle+\langle z,\rho_C z\rangle-1$.
- `polygon_basis`: some unit $x$ has $\langle x,\rho_A x\rangle\ge 1-p_B-p_C$.
- `polygon_inequality`: if $l_A,l_B,l_C$ are the greatest elements of `numRange`, the set of expectation values in unit vectors, of the three marginals, then $1-l_A\le(1-l_B)+(1-l_C)$.
- `polygon_sharp`: for complex $a,b,c$ with $|a|^2+|b|^2+|c|^2=1$ and $|b|^2+|c|^2\le|a|^2$, the state $a|000\rangle+b|110\rangle+c|101\rangle$ is normalised, and with $j_0=k_0=0$ every unit $x$ has $\langle x,\rho_A x\rangle\le 1-p_B-p_C$.

That the maxima $l_A,l_B,l_C$ are attained enters as the three `IsGreatest` hypotheses; eigenvalues do not appear in the file.

### Derivation by hand

1. For unit $z$ and any $w$, put $t=\langle z,w\rangle$. Then
$$\|w-tz\|^2=\|w\|^2-t\bar t-\bar t t+|t|^2=\|w\|^2-|t|^2 .$$
The left side is non-negative, so $|\langle z,w\rangle|^2\le\|w\|^2$.

2. With $\phi_{jk}=\sum_i\overline{x_i}\,\psi(i,j,k)$,
$$\langle x,\rho_A x\rangle=\sum_{i,i'}\sum_{j,k}\overline{x_i}\,\psi(i,j,k)\,\overline{\psi(i',j,k)}\,x_{i'}=\sum_{j,k}|\phi_{jk}|^2 .$$
Relabelling the parties gives $\langle y,\rho_B y\rangle=\sum_{i,k}|\sum_j\overline{y_j}\,\psi(i,j,k)|^2$ and $\langle z,\rho_C z\rangle=\sum_{i,j}|\sum_k\overline{z_k}\,\psi(i,j,k)|^2$.

3. Let $M_{jk}$ be any two-index amplitude with $\|M\|^2=\sum_{j,k}|M_{jk}|^2$. Define $u_k=\sum_j\overline{y_j}M_{jk}$, $m_j=\sum_k\overline{z_k}M_{jk}$ and $s=\sum_k\overline{z_k}u_k=\sum_j\overline{y_j}m_j$. Remove the $z$ component from each row, $M'_{jk}=M_{jk}-m_jz_k$. Step 1 row by row gives $\|M'\|^2=\|M\|^2-\|m\|^2$. Contracting with $y$ gives $\sum_j\overline{y_j}M'_{jk}=u_k-sz_k$. Step 1 for $u$, then Cauchy–Schwarz in $y$ for each $k$, gives
$$\|u\|^2-|s|^2=\sum_k\Big|\sum_j\overline{y_j}M'_{jk}\Big|^2\le\sum_{k,j}|M'_{jk}|^2=\|M\|^2-\|m\|^2 ,$$
that is $\|u\|^2+\|m\|^2\le\|M\|^2+|s|^2$.

4. Take $M_{jk}=\psi(i,j,k)$ for each $i$ and call the corresponding $s$ by the name $v_i=\sum_{k}\overline{z_k}\sum_j\overline{y_j}\,\psi(i,j,k)$. Summing over $i$ with step 2 yields
$$\langle y,\rho_B y\rangle+\langle z,\rho_C z\rangle\le 1+\|v\|^2 .$$
The vector $v$ is unnormalised: $\|v\|^2$ is the probability of finding B in $y$ and C in $z$, and $v/\|v\|$ is the state of A after that outcome.

5. If $v\ne0$, take $x=v/\|v\|$, so that $|\langle x,v\rangle|^2=\|v\|^2$. If $v=0$, take any basis vector, which exists because a normalised $\psi$ needs at least one label $i$. Exchanging sums, $\langle x,v\rangle=\sum_k\overline{z_k}\sum_j\overline{y_j}\,\phi_{jk}$, and Cauchy–Schwarz in $z$ and then in $y$ gives
$$\|v\|^2\le|\langle x,v\rangle|^2\le\sum_k\Big|\sum_j\overline{y_j}\phi_{jk}\Big|^2\le\sum_{j,k}|\phi_{jk}|^2=\langle x,\rho_A x\rangle .$$
With step 4 this is the basis-free bound.

6. For $y$ and $z$ the basis vectors $j_0$ and $k_0$, step 2 gives $\langle y,\rho_B y\rangle=\sum_{i,k}|\psi(i,j_0,k)|^2=1-p_B$ and likewise $\langle z,\rho_C z\rangle=1-p_C$, so the bound is $(1-p_B)+(1-p_C)-1=1-p_B-p_C$. For $y$ and $z$ attaining $l_B$ and $l_C$, it reads $l_B+l_C-1\le\langle x,\rho_A x\rangle\le l_A$, which rearranges to the polygon form.

7. For the three-qubit state, $\psi(0,0,0)=a$, $\psi(1,1,0)=b$, $\psi(1,0,1)=c$, so $p_B=|b|^2$ and $p_C=|c|^2$. Step 2 gives, for unit $x=(x_0,x_1)$,
$$\langle x,\rho_A x\rangle=|x_0|^2|a|^2+|x_1|^2\big(|b|^2+|c|^2\big)\le\big(|x_0|^2+|x_1|^2\big)|a|^2=|a|^2=1-p_B-p_C .$$

### The Lean file

```lean
import Mathlib

open Matrix Finset Complex ComplexConjugate

namespace PolygonInequality

noncomputable section

variable {n A B C : Type*} [Fintype n] [Fintype A] [Fintype B] [Fintype C]

/-- Squared norm `∑ |w i|²` of a one-party vector. -/
def vnormSq (w : n → ℂ) : ℝ := ∑ i, normSq (w i)

/-- Squared norm `∑ |ψ(i,j,k)|²` of a three-party wave function. -/
def stateNormSq (ψ : A → B → C → ℂ) : ℝ := ∑ i, ∑ j, ∑ k, normSq (ψ i j k)

/-- Expectation value `Re ⟨x, ρ x⟩`. -/
def expval (ρ : Matrix n n ℂ) (x : n → ℂ) : ℝ := (star x ⬝ᵥ ρ *ᵥ x).re

/-- The set of expectation values of `ρ` in unit vectors. -/
def numRange (ρ : Matrix n n ℂ) : Set ℝ := {t | ∃ x, vnormSq x = 1 ∧ expval ρ x = t}

/-- First marginal: `|ψ⟩⟨ψ|` traced over the second and third party. -/
def rhoA (ψ : A → B → C → ℂ) : Matrix A A ℂ :=
  Matrix.of fun i i' => ∑ j, ∑ k, ψ i j k * conj (ψ i' j k)

/-- Second marginal: `|ψ⟩⟨ψ|` traced over the first and third party. -/
def rhoB (ψ : A → B → C → ℂ) : Matrix B B ℂ :=
  Matrix.of fun j j' => ∑ i, ∑ k, ψ i j k * conj (ψ i j' k)

/-- Third marginal: `|ψ⟩⟨ψ|` traced over the first and second party. -/
def rhoC (ψ : A → B → C → ℂ) : Matrix C C ℂ :=
  Matrix.of fun k k' => ∑ i, ∑ j, ψ i j k * conj (ψ i j k')

/-- Probability that the second label differs from `j0`. -/
def probB [DecidableEq B] (ψ : A → B → C → ℂ) (j0 : B) : ℝ :=
  ∑ i, ∑ j ∈ univ.erase j0, ∑ k, normSq (ψ i j k)

/-- Probability that the third label differs from `k0`. -/
def probC [DecidableEq C] (ψ : A → B → C → ℂ) (k0 : C) : ℝ :=
  ∑ i, ∑ j, ∑ k ∈ univ.erase k0, normSq (ψ i j k)

/-- The three-qubit wave function `a|000⟩ + b|110⟩ + c|101⟩`. -/
def sharpState (a b c : ℂ) : Fin 2 → Fin 2 → Fin 2 → ℂ :=
  ![![![a, 0], ![0, 0]], ![![0, c], ![b, 0]]]

/-- The squared norm is the overlap `⟨w, w⟩`. -/
theorem vnormSq_cast (w : n → ℂ) : ((vnormSq w : ℝ) : ℂ) = star w ⬝ᵥ w := by
  unfold vnormSq dotProduct
  rw [Complex.ofReal_sum]
  exact Finset.sum_congr rfl fun i _ => Complex.normSq_eq_conj_mul_self

/-- Removing from `w` its component along a unit vector `z` lowers the squared norm by
`|⟨z, w⟩|²`. -/
theorem pythagoras (z w : n → ℂ) (hz : vnormSq z = 1) :
    vnormSq (w - (star z ⬝ᵥ w) • z) = vnormSq w - normSq (star z ⬝ᵥ w) := by
  have h1 : star z ⬝ᵥ z = 1 := by rw [← vnormSq_cast, hz, Complex.ofReal_one]
  have h2 : star w ⬝ᵥ z = conj (star z ⬝ᵥ w) := Matrix.star_dotProduct w z
  apply Complex.ofReal_injective
  rw [Complex.ofReal_sub, vnormSq_cast, vnormSq_cast, ← Complex.mul_conj]
  simp only [star_sub, star_smul, sub_dotProduct, dotProduct_sub, smul_dotProduct,
    dotProduct_smul, smul_eq_mul, h1, h2, Complex.star_def]
  ring

/-- Cauchy-Schwarz inequality against a unit vector: `|⟨z, w⟩|² ≤ ‖w‖²`. -/
theorem overlap_le (z w : n → ℂ) (hz : vnormSq z = 1) : normSq (star z ⬝ᵥ w) ≤ vnormSq w := by
  have h0 : 0 ≤ vnormSq (w - (star z ⬝ᵥ w) • z) := Finset.sum_nonneg fun i _ => normSq_nonneg _
  linarith [pythagoras z w hz]

/-- In a space with at least one basis state, some unit vector `x` has `|⟨x, v⟩|² ≥ ‖v‖²`. -/
theorem exists_unit_overlap [Nonempty n] (v : n → ℂ) :
    ∃ x, vnormSq x = 1 ∧ vnormSq v ≤ normSq (star x ⬝ᵥ v) := by
  classical
  rcases le_or_gt (vnormSq v) 0 with h | h
  · obtain ⟨a⟩ := ‹Nonempty n›
    exact ⟨Pi.single a 1, by simp [vnormSq, Pi.single_apply, apply_ite normSq],
      h.trans (normSq_nonneg _)⟩
  · -- normalise `v`
    obtain ⟨r, hr0, hr⟩ : ∃ r : ℝ, r ≠ 0 ∧ r * r = vnormSq v :=
      ⟨Real.sqrt _, (Real.sqrt_pos.2 h).ne', Real.mul_self_sqrt h.le⟩
    refine ⟨((r⁻¹ : ℝ) : ℂ) • v, ?_, ?_⟩
    · simp only [vnormSq, Pi.smul_apply, smul_eq_mul, Complex.normSq_mul,
        Complex.normSq_ofReal, ← Finset.mul_sum]
      change r⁻¹ * r⁻¹ * vnormSq v = 1
      rw [← hr]
      field_simp
    · rw [star_smul, smul_dotProduct, ← vnormSq_cast, smul_eq_mul, Complex.normSq_mul,
        Complex.star_def, Complex.normSq_conj, Complex.normSq_ofReal, Complex.normSq_ofReal, ← hr]
      apply le_of_eq
      field_simp

/-- The expectation value of the first marginal is `∑_{j,k} |⟨x, ψ(·,j,k)⟩|²`. -/
theorem expval_rhoA (ψ : A → B → C → ℂ) (x : A → ℂ) :
    expval (rhoA ψ) x = ∑ j, ∑ k, normSq (star x ⬝ᵥ fun i => ψ i j k) := by
  have swap : ∀ f : A → A → B → C → ℂ,
      ∑ i, ∑ i', ∑ j, ∑ k, f i i' j k = ∑ j, ∑ k, ∑ i, ∑ i', f i i' j k := fun f =>
    calc _ = ∑ p : A × A, ∑ q : B × C, f p.1 p.2 q.1 q.2 := by simp only [Fintype.sum_prod_type]
      _ = ∑ q : B × C, ∑ p : A × A, f p.1 p.2 q.1 q.2 := Finset.sum_comm
      _ = _ := by simp only [Fintype.sum_prod_type]
  have key : star x ⬝ᵥ rhoA ψ *ᵥ x =
      ((∑ j, ∑ k, normSq (star x ⬝ᵥ fun i => ψ i j k) : ℝ) : ℂ) :=
    calc _ = ∑ i, ∑ i', ∑ j, ∑ k, (star x i * ψ i j k) * conj (star x i' * ψ i' j k) := by
          simp only [dotProduct, mulVec, rhoA, of_apply, Finset.mul_sum, Finset.sum_mul]
          refine sum_congr rfl fun i _ => sum_congr rfl fun i' _ =>
            sum_congr rfl fun j _ => sum_congr rfl fun k _ => ?_
          simp only [Pi.star_apply, Complex.star_def, map_mul, Complex.conj_conj]
          ring
      _ = _ := swap _
      _ = _ := by
          rw [Complex.ofReal_sum]
          refine sum_congr rfl fun j _ => ?_
          rw [Complex.ofReal_sum]
          refine sum_congr rfl fun k _ => ?_
          rw [← Complex.mul_conj]
          simp only [dotProduct, map_sum, Finset.sum_mul_sum]
  rw [expval, key, Complex.ofReal_re]

/-- For a two-party amplitude `M` and unit `y`, `z`, the weight along `y` plus the weight along
`z` is at most the total weight plus the weight along `y ⊗ z`. -/
theorem union_bound (y : B → ℂ) (z : C → ℂ) (hy : vnormSq y = 1) (hz : vnormSq z = 1)
    (M : B → C → ℂ) :
    vnormSq (fun k => star y ⬝ᵥ fun j => M j k) + (∑ j, normSq (star z ⬝ᵥ M j)) ≤
      (∑ j, vnormSq (M j)) + normSq (star z ⬝ᵥ fun k => star y ⬝ᵥ fun j => M j k) := by
  let a : C → ℂ := fun k => star y ⬝ᵥ fun j => M j k
  -- `M'` is `M` with the `z` component removed
  let M' : B → C → ℂ := fun j => M j - (star z ⬝ᵥ M j) • z
  have h1 : ∑ j, vnormSq (M' j) = (∑ j, vnormSq (M j)) - ∑ j, normSq (star z ⬝ᵥ M j) := by
    rw [← Finset.sum_sub_distrib]
    exact sum_congr rfl fun j _ => pythagoras z (M j) hz
  have h2 := pythagoras z a hz
  have h3 : ∀ k, (a - (star z ⬝ᵥ a) • z) k = star y ⬝ᵥ fun j => M' j k := fun k => by
    simp only [a, M', dotProduct, Pi.sub_apply, Pi.smul_apply, smul_eq_mul, mul_sub,
      Finset.sum_sub_distrib, Finset.mul_sum, Finset.sum_mul]
    congr 1
    rw [Finset.sum_comm]
    exact sum_congr rfl fun j _ => sum_congr rfl fun k' _ => by ring
  have h4 : vnormSq (a - (star z ⬝ᵥ a) • z) ≤ ∑ j, vnormSq (M' j) :=
    calc ∑ k, normSq ((a - (star z ⬝ᵥ a) • z) k) ≤ ∑ k, ∑ j, normSq (M' j k) :=
          sum_le_sum fun k _ => by
            rw [h3]
            exact overlap_le y (fun j => M' j k) hy
      _ = ∑ j, ∑ k, normSq (M' j k) := Finset.sum_comm
  change vnormSq a + _ ≤ _ + normSq (star z ⬝ᵥ a)
  linarith

/-- For a unit three-party state and unit vectors `y`, `z`, some unit `x` has
`⟨x, ρA x⟩ ≥ ⟨y, ρB y⟩ + ⟨z, ρC z⟩ - 1`. -/
theorem polygon_vectors (ψ : A → B → C → ℂ) (hψ : stateNormSq ψ = 1)
    (y : B → ℂ) (z : C → ℂ) (hy : vnormSq y = 1) (hz : vnormSq z = 1) :
    ∃ x, vnormSq x = 1 ∧ expval (rhoB ψ) y + expval (rhoC ψ) z - 1 ≤ expval (rhoA ψ) x := by
  have hne : Nonempty A := by
    by_contra h
    have hempty : IsEmpty A := not_nonempty_iff.1 h
    simp [stateNormSq] at hψ
  -- the unnormalised (possibly zero) vector of the first party after projecting on `y ⊗ z`
  let v : A → ℂ := fun i => star z ⬝ᵥ fun k => star y ⬝ᵥ fun j => ψ i j k
  obtain ⟨x, hx, hv⟩ := exists_unit_overlap v
  have hB : expval (rhoB ψ) y = ∑ i, vnormSq (fun k => star y ⬝ᵥ fun j => ψ i j k) :=
    expval_rhoA (fun j i k => ψ i j k) y
  have hC : expval (rhoC ψ) z = ∑ i, ∑ j, normSq (star z ⬝ᵥ ψ i j) :=
    expval_rhoA (fun k i j => ψ i j k) z
  have hU : expval (rhoB ψ) y + expval (rhoC ψ) z ≤ stateNormSq ψ + vnormSq v := by
    rw [hB, hC, ← Finset.sum_add_distrib]
    calc _ ≤ ∑ i, ((∑ j, vnormSq (ψ i j)) + normSq (v i)) :=
          sum_le_sum fun i _ => union_bound y z hy hz (ψ i)
      _ = _ := Finset.sum_add_distrib
  have hs : star x ⬝ᵥ v =
      star z ⬝ᵥ fun k => star y ⬝ᵥ fun j => star x ⬝ᵥ fun i => ψ i j k := by
    simp only [v, dotProduct, Finset.mul_sum]
    rw [Finset.sum_comm]
    refine sum_congr rfl fun k _ => ?_
    rw [Finset.sum_comm]
    exact sum_congr rfl fun j _ => sum_congr rfl fun i _ => by ring
  -- Cauchy-Schwarz in `z`, then in `y`
  have hA : normSq (star x ⬝ᵥ v) ≤ expval (rhoA ψ) x := by
    rw [expval_rhoA, hs, Finset.sum_comm]
    refine (overlap_le z _ hz).trans ?_
    exact sum_le_sum fun k _ => overlap_le y (fun j => star x ⬝ᵥ fun i => ψ i j k) hy
  exact ⟨x, hx, by linarith⟩

/-- For a unit three-party state and fixed labels `j0`, `k0`, some unit `x` has
`⟨x, ρA x⟩ ≥ 1 - pB - pC`, with `pB`, `pC` the probabilities of `j ≠ j0` and `k ≠ k0`. -/
theorem polygon_basis [DecidableEq B] [DecidableEq C] (ψ : A → B → C → ℂ)
    (hψ : stateNormSq ψ = 1) (j0 : B) (k0 : C) :
    ∃ x, vnormSq x = 1 ∧ 1 - probB ψ j0 - probC ψ k0 ≤ expval (rhoA ψ) x := by
  have sB : ∀ w, star (Pi.single j0 1 : B → ℂ) ⬝ᵥ w = w j0 := fun w => by
    rw [dotProduct, Finset.sum_eq_single j0 (fun b _ hb => ?_) (fun h => ?_)] <;> simp_all
  have sC : ∀ w, star (Pi.single k0 1 : C → ℂ) ⬝ᵥ w = w k0 := fun w => by
    rw [dotProduct, Finset.sum_eq_single k0 (fun b _ hb => ?_) (fun h => ?_)] <;> simp_all
  have eB := expval_rhoA (fun j i k => ψ i j k) (Pi.single j0 1)
  have eC := expval_rhoA (fun k i j => ψ i j k) (Pi.single k0 1)
  change expval (rhoB ψ) _ = _ at eB
  change expval (rhoC ψ) _ = _ at eC
  simp only [sB, sC] at eB eC
  have hB : expval (rhoB ψ) (Pi.single j0 1) + probB ψ j0 = stateNormSq ψ := by
    rw [eB, probB, stateNormSq, ← Finset.sum_add_distrib]
    exact sum_congr rfl fun i _ =>
      Finset.add_sum_erase _ (fun j => ∑ k, normSq (ψ i j k)) (mem_univ j0)
  have hC : expval (rhoC ψ) (Pi.single k0 1) + probC ψ k0 = stateNormSq ψ := by
    rw [eC, probC, stateNormSq, ← Finset.sum_add_distrib]
    refine sum_congr rfl fun i _ => ?_
    rw [← Finset.sum_add_distrib]
    exact sum_congr rfl fun j _ =>
      Finset.add_sum_erase _ (fun k => normSq (ψ i j k)) (mem_univ k0)
  obtain ⟨x, hx, h⟩ := polygon_vectors ψ hψ (Pi.single j0 1) (Pi.single k0 1)
    (by simp [vnormSq, Pi.single_apply, apply_ite normSq])
    (by simp [vnormSq, Pi.single_apply, apply_ite normSq])
  exact ⟨x, hx, by linarith⟩

/-- Polygon inequality: the largest expectation values `lA`, `lB`, `lC` of the three marginals
of a unit state obey `1 - lA ≤ (1 - lB) + (1 - lC)`. -/
theorem polygon_inequality (ψ : A → B → C → ℂ) (hψ : stateNormSq ψ = 1) (lA lB lC : ℝ)
    (hA : IsGreatest (numRange (rhoA ψ)) lA) (hB : IsGreatest (numRange (rhoB ψ)) lB)
    (hC : IsGreatest (numRange (rhoC ψ)) lC) : 1 - lA ≤ (1 - lB) + (1 - lC) := by
  obtain ⟨y, hy, rfl⟩ := hB.1
  obtain ⟨z, hz, rfl⟩ := hC.1
  obtain ⟨x, hx, h⟩ := polygon_vectors ψ hψ y z hy hz
  linarith [hA.2 ⟨x, hx, rfl⟩]

/-- For the unit state `a|000⟩ + b|110⟩ + c|101⟩` with `|b|² + |c|² ≤ |a|²`, every unit `x` has
`⟨x, ρA x⟩ ≤ 1 - pB - pC` for `j0 = k0 = 0`. -/
theorem polygon_sharp (a b c : ℂ) (h : normSq a + normSq b + normSq c = 1)
    (hle : normSq b + normSq c ≤ normSq a) :
    stateNormSq (sharpState a b c) = 1 ∧ ∀ x, vnormSq x = 1 →
      expval (rhoA (sharpState a b c)) x ≤
        1 - probB (sharpState a b c) 0 - probC (sharpState a b c) 0 := by
  have he : univ.erase (0 : Fin 2) = {1} := by decide
  have hB : probB (sharpState a b c) 0 = normSq b := by
    simp [probB, he, Fin.sum_univ_two, sharpState]
  have hC : probC (sharpState a b c) 0 = normSq c := by
    simp [probC, he, Fin.sum_univ_two, sharpState]
  refine ⟨?_, fun x hx => ?_⟩
  · simp [stateNormSq, Fin.sum_univ_two, sharpState]
    linarith
  · have hE : expval (rhoA (sharpState a b c)) x =
        normSq (x 0) * normSq a + normSq (x 1) * normSq c + normSq (x 1) * normSq b := by
      rw [expval_rhoA]
      simp [dotProduct, Fin.sum_univ_two, sharpState]
    rw [vnormSq, Fin.sum_univ_two] at hx
    have h1 : normSq (x 0) * normSq a + normSq (x 1) * normSq a = normSq a := by
      rw [← add_mul, hx, one_mul]
    rw [hE, hB, hC]
    linarith [mul_le_mul_of_nonneg_left hle (normSq_nonneg (x 1))]

end

end PolygonInequality
```

```lean
#print axioms PolygonInequality.polygon_basis
-- 'PolygonInequality.polygon_basis' depends on axioms: [propext, Classical.choice, Quot.sound]
#print axioms PolygonInequality.polygon_inequality
-- 'PolygonInequality.polygon_inequality' depends on axioms: [propext, Classical.choice, Quot.sound]
#print axioms PolygonInequality.polygon_sharp
-- 'PolygonInequality.polygon_sharp' depends on axioms: [propext, Classical.choice, Quot.sound]
```

### How the proof follows the derivation

`vnormSq_cast` identifies $\|w\|^2$ with $\langle w,w\rangle$, so that `pythagoras` can expand step 1 over the complex numbers and close it by `ring`; `overlap_le` adds non-negativity. `expval_rhoA` is step 2: `key` writes the fourfold sum, `swap` moves the sums over $j,k$ outside, and `Complex.mul_conj` turns each product into a squared modulus. The formulas for B and C need no lemma of their own, since `rhoB ψ` and `rhoC ψ` unfold to `rhoA` of `fun j i k => ψ i j k` and `fun k i j => ψ i j k`.

In `union_bound`, the local `a` is $u$ and `M'` is $M'$. The hypotheses `h1` and `h2` are the two uses of Pythagoras, `h3` is the identity $u_k-sz_k=\sum_j\overline{y_j}M'_{jk}$, and `h4` is Cauchy–Schwarz in $y$. `exists_unit_overlap` makes the choice of $x$: `Pi.single a 1` when `vnormSq v` is not positive, and otherwise $v/r$ with $r^2=\|v\|^2$. In `polygon_vectors`, `hU` is step 4, `hs` the exchange of sums and `hA` the double Cauchy–Schwarz of step 5. `polygon_basis` uses `Finset.add_sum_erase` to split the total weight into the $j_0$ term and $p_B$, and again for $k_0$ and $p_C$. `polygon_inequality` draws $y$ and $z$ from the membership halves `hB.1`, `hC.1` and uses the upper-bound half `hA.2` for $x$. In `polygon_sharp`, `hE` is the formula of step 7, and `hle` multiplied by $|x_1|^2$ finishes it.

### Remarks

The proved statement singles out party A and concerns three parties. It is a necessary condition on the marginals of a pure state; whether given numbers $l_A,l_B,l_C$ are realised by some state is a separate question that `polygon_inequality` does not address. The readings in terms of eigenvalues and fermions that follow are commentary and were not checked in Lean.

For a Hermitian matrix the greatest expectation value is the largest eigenvalue, so for three qubits $1-l$ is the smaller eigenvalue of a marginal, and exchanging the roles of the parties makes the three smaller eigenvalues obey the triangle inequalities. This bears on N-representability in one restricted setting: for three fermions in six orbitals grouped into three pairs, with one fermion in each pair, the amplitudes form a three-qubit $\psi$, the one-body density matrix has blocks $\rho_A,\rho_B,\rho_C$, and the inequality limits the natural occupation numbers beyond the Pauli range from 0 to 1.

The smallest interesting case has one label for C. Then `univ.erase k0` is empty, $p_C=0$, and the state is effectively bipartite with $\langle x,\rho_A x\rangle\ge1-p_B$. Here $\rho_C$ is the number 1, so $l_C=1$ and the polygon form reduces to $l_A\ge l_B$; exchanging A and B would give equality, in agreement with the Schmidt decomposition. In the limit $p_B=p_C=0$ the theorem yields $\langle x,\rho_A x\rangle\ge1$, as expected of a product state. When $p_B+p_C\ge1$ the bound says nothing, because step 2 already makes the expectation value non-negative.

An easy mistake is to treat A like B and C and ask for a label $i_0$ whose probability is at least $1-p_B-p_C$. This is false. The state $\tfrac{1}{\sqrt2}(|000\rangle+|100\rangle)$ has $p_B=p_C=0$ for $j_0=k_0=0$, yet each value of $i$ has probability $1/2$; the vector $x=(1,1)/\sqrt2$ gives $\langle x,\rho_A x\rangle=1$. The statement therefore asserts that some unit `x` exists, not restricted to basis vectors, and the witness depends on $\psi$. Purity matters as well: the equal mixture of $|000\rangle$ and $|100\rangle$ has the same probabilities for all labels, but its first marginal gives $1/2$ in every unit vector.
